# A cyclic shift of L k-points has sign (−1)^(L−1)

Take a finite, nonzero number L of k-points on a ring, labelled by the integers modulo L, and move each one to the next, with the last returning to the first. The lemma says that this permutation has sign (−1)^(L−1), so it is even when L is odd and odd when L is even. It concerns only the permutation of labels; no Hamiltonian or electronic state enters. The attempt writes L as k + 1, identifies adding 1 in `ZMod (k + 1)` with Mathlib's rotation `finRotate (k + 1)`, and then appeals to the known sign of that rotation.

The failing Lean file:

```lean
import Mathlib

open Matrix

namespace RestaBlockDeterminant

noncomputable section

variable {n : Type*} [Fintype n] [DecidableEq n] {L : ℕ} [NeZero L]

/-- The cyclic shift of `L` k-points is a permutation of sign `(-1)^(L-1)`. -/
theorem sign_shift (L : ℕ) [NeZero L] :
    Equiv.Perm.sign (Equiv.addRight (1 : ZMod L)) = (-1) ^ (L - 1) := by
  obtain ⟨k, rfl⟩ := Nat.exists_eq_succ_of_ne_zero (NeZero.ne L)
  have h : (Equiv.addRight (1 : ZMod (k + 1)) : Equiv.Perm (ZMod (k + 1)))
      = (finRotate (k + 1) : Equiv.Perm (Fin (k + 1))) :=
    Equiv.ext fun i => (finRotate_succ_apply i).symm
  rw [h]
  exact sign_finRotate k

end

end RestaBlockDeterminant
```

Lean reports:

```
Main.lean:17:24: warning: `finRotate_succ_apply` has been deprecated: Use `finRotate_apply` instead

Note: The updated constant has a different type:
  ∀ {n : ℕ} (i : Fin n), (finRotate n) i = i + 1
instead of
  ∀ {n : ℕ} (i : Fin (n + 1)), (finRotate (n + 1)) i = i + 1
Main.lean:19:2: error: Type mismatch
  sign_finRotate k
has type
  (@Equiv.Perm.sign (Fin k) (instDecidableEqFin k) (Fin.fintype k)) (finRotate k) = (-1) ^ (k - 1)
but is expected to have type
  (@Equiv.Perm.sign (ZMod k.succ) (ZMod.decidableEq k.succ) (ZMod.fintype k.succ)) (finRotate (k + 1)) =
    (-1) ^ (k.succ - 1)
```

Cause. The error is an off-by-one in the argument of `sign_finRotate`. That lemma takes the number of points being rotated, so `sign_finRotate k` gives the sign of `finRotate k` as `(-1) ^ (k - 1)`. The goal concerns `finRotate (k + 1)`, with exponent `k.succ - 1`. Passing `k + 1` supplies the statement for the right number of points. The goal also mentions `ZMod k.succ` where the lemma has a `Fin` type, but this is no obstacle: for a successor the two agree by definition, and the corrected `exact` is accepted without any conversion.

The other message is only a warning: `finRotate_succ_apply` is deprecated in favour of `finRotate_apply`. The new lemma is stated for `finRotate n` rather than `finRotate (n + 1)`, so the repair names the full size with `(n := k + 1)`. This change removes the deprecated name and is tidying; it does not cure the error.

As a diff, the version that Lean accepts:

```diff
@@ -15,7 +15,7 @@
   have h : (Equiv.addRight (1 : ZMod (k + 1)) : Equiv.Perm (ZMod (k + 1)))
       = (finRotate (k + 1) : Equiv.Perm (Fin (k + 1))) :=
-    Equiv.ext fun i => (finRotate_succ_apply i).symm
+    Equiv.ext fun i => (finRotate_apply (n := k + 1) i).symm
   rw [h]
-  exact sign_finRotate k
+  exact sign_finRotate (k + 1)
 
 end
```
